# z vanishes and α stays positive halfway between two helium atoms in the minimal orbital picture

Two helium atoms approach each other without forming a covalent bond. In the minimal orbital picture, the bonding combination g and the antibonding combination u of the two 1s functions are both doubly occupied. Halfway between the nuclei the density is stationary along the axis, as it is everywhere in a uniform electron gas. Can a semilocal functional tell the two situations apart from the kinetic energy density at that point?

## The excess kinetic energy density is a squared Wronskian

Let x be the coordinate along the line through the nuclei, with the midpoint at x = 0, and let a prime denote d/dx. In Hartree atomic units, two doubly occupied real σ orbitals give, on this axis, the density n and the positive kinetic energy density τ as

n = 2(g² + u²),  τ = g'² + u'².

The von Weizsäcker term and the two indicators are

τ_W = n'²/(8n),  z = τ_W/τ,  α = (τ − τ_W)/(C n^(5/3)).

The constant C > 0 sets the scale of the uniform-gas kinetic energy density C n^(5/3). Its physical value is (3/10)(3π²)^(2/3) ≈ 2.871, which makes α = 1 in the uniform gas, where z = 0.

Wherever n ≠ 0 and both orbitals are differentiable,

τ − τ_W = (g u' − u g')²/(g² + u²).

If g is even, u is odd, g is differentiable at 0, and g(0) and u'(0) are nonzero, then

z(0) = 0,  α(0) = u'(0)²/(C (2g(0)²)^(5/3)) > 0.

So z takes its uniform-gas value at the midpoint for all such orbitals, while α still depends on them.

## Where a meta-GGA code meets these values

A meta-GGA routine that uses α can compute it from n, the density gradient and τ by the subtraction above. For two real, doubly occupied orbitals the identity shows that the exact result is never negative, so a negative α in such a test comes from rounding or from inconsistent ingredients, such as an extra factor 1/2 in τ. In the two-exponential model below, α(0) grows without bound as the density falls, so a density threshold or a cap on α can change what the functional sees there.

## Derivation from the product rule and parity

The product rule gives

n' = 4(g g' + u u').

Therefore

τ_W = 16(g g' + u u')²/(16(g² + u²)) = (g g' + u u')²/(g² + u²).

Subtract this from τ over the common denominator. The numerator is

(g² + u²)(g'² + u'²) − (g g' + u u')² = (g u' − u g')²,

which is the stated identity.

At the midpoint, differentiating g(−x) = g(x) gives −g'(0) = g'(0), so g'(0) = 0. Setting x = 0 in u(−x) = −u(x) gives u(0) = 0. Hence

n'(0) = 0,  n(0) = 2g(0)²,  τ(0) = u'(0)².

Both n(0) and τ(0) are positive, τ_W(0) = 0, and the values of z(0) and α(0) follow.

For a stretched pair, place exponentials at x = R and x = −R, with R > 0. Between the centres, half their sum and half their difference are

g = e^(−R) cosh x,  u = e^(−R) sinh x.

Since cosh² x − sinh² x = 1 and cosh² x + sinh² x = cosh 2x,

g u' − u g' = e^(−2R),  g² + u² = e^(−2R) cosh 2x.

The identity gives τ − τ_W = e^(−2R)/cosh 2x. Dividing by C n^(5/3) = C 2^(5/3) e^(−10R/3) cosh(2x)^(5/3) yields

α(x) = e^(4R/3)/(2^(5/3) C cosh(2x)^(8/3)).

At x = 0 this is e^(4R/3)/(2^(5/3) C), which tends to infinity with R.

## Centres six bohr apart

Take R = 3 and C = 2.871. Then g(0) = u'(0) = e^(−3) ≈ 0.0498, so τ(0) ≈ 0.00248 and n(0) ≈ 0.00496. With 2^(5/3) ≈ 3.175,

α(0) = e⁴/(3.175 · 2.871) ≈ 54.60/9.115 ≈ 5.99,

while z(0) = 0.

These orbitals are not normalised, and their unit decay rate is not that of helium, so the numbers illustrate the model only. For normalised combinations of three-dimensional 1s functions e^(−r)/√π with overlap S, the midpoint value is multiplied by

(π/2)^(2/3) (1 + S)^(5/3)/(1 − S).

At this separation S = 19e^(−6) ≈ 0.047, and α(0) becomes about 9.2. The factor tends to (π/2)^(2/3) ≈ 1.35 at large R, so the growth remains.

## The Lean file

```lean
import Mathlib

open Filter

namespace BondMidpointIndicators

noncomputable section

/-- Electron density of two doubly occupied real orbitals `g` and `u` along the bond axis. -/
def density (g u : ℝ → ℝ) (x : ℝ) : ℝ := 2 * (g x ^ 2 + u x ^ 2)

/-- Positive kinetic energy density of the two doubly occupied orbitals. -/
def tau (g u : ℝ → ℝ) (x : ℝ) : ℝ := deriv g x ^ 2 + deriv u x ^ 2

/-- Von Weizsäcker kinetic energy density `n'² / (8 n)`. -/
def tauW (g u : ℝ → ℝ) (x : ℝ) : ℝ := deriv (density g u) x ^ 2 / (8 * density g u x)

/-- The indicator `z`, the ratio of the von Weizsäcker to the full kinetic energy density. -/
def zRatio (g u : ℝ → ℝ) (x : ℝ) : ℝ := tauW g u x / tau g u x

/-- The indicator `α = (τ - τ_W) / (C n^(5/3))`, with `C` the uniform-gas constant. -/
def alpha (C : ℝ) (g u : ℝ → ℝ) (x : ℝ) : ℝ :=
  (tau g u x - tauW g u x) / (C * density g u x ^ (5 / 3 : ℝ))

/-- The slope of the density is `4 (g g' + u u')`. -/
theorem hasDerivAt_density {g u : ℝ → ℝ} {x : ℝ}
    (hg : DifferentiableAt ℝ g x) (hu : DifferentiableAt ℝ u x) :
    HasDerivAt (density g u) (4 * (g x * deriv g x + u x * deriv u x)) x := by
  have h := ((hg.hasDerivAt.fun_mul hg.hasDerivAt).fun_add
    (hu.hasDerivAt.fun_mul hu.hasDerivAt)).const_mul (2 : ℝ)
  have e : density g u = fun y => 2 * (g y * g y + u y * u y) := by
    funext y
    simp only [density]
    ring
  rw [e]
  exact h.congr_deriv (by ring)

/-- Where the density does not vanish, the excess of `τ` over the von Weizsäcker term is the
squared Wronskian of the two orbitals divided by `g² + u²`. -/
theorem tau_sub_tauW {g u : ℝ → ℝ} {x : ℝ}
    (hg : DifferentiableAt ℝ g x) (hu : DifferentiableAt ℝ u x) (hn : density g u x ≠ 0) :
    tau g u x - tauW g u x =
      (g x * deriv u x - u x * deriv g x) ^ 2 / (g x ^ 2 + u x ^ 2) := by
  have hn' : g x ^ 2 + u x ^ 2 ≠ 0 := fun h => hn (by simp [density, h])
  unfold tau tauW
  rw [(hasDerivAt_density hg hu).deriv]
  unfold density
  field_simp
  ring

/-- Let `C > 0`, let `g` be even, differentiable at 0 and nonzero there, and let `u` be odd with
nonzero slope at 0. Then at 0 the density is positive and stationary, `τ` is positive, `z` vanishes,
and `α` has the positive value `u'(0)² / (C (2 g(0)²)^(5/3))`. -/
theorem bond_midpoint {g u : ℝ → ℝ} {C : ℝ} (hC : 0 < C)
    (heven : ∀ x, g (-x) = g x) (hodd : ∀ x, u (-x) = -u x)
    (hg : DifferentiableAt ℝ g 0) (hg0 : g 0 ≠ 0) (hu' : deriv u 0 ≠ 0) :
    HasDerivAt (density g u) 0 0 ∧ 0 < density g u 0 ∧ 0 < tau g u 0 ∧
      zRatio g u 0 = 0 ∧
      alpha C g u 0 = deriv u 0 ^ 2 / (C * (2 * g 0 ^ 2) ^ (5 / 3 : ℝ)) ∧
      0 < alpha C g u 0 := by
  have hud : DifferentiableAt ℝ u 0 := differentiableAt_of_deriv_ne_zero hu'
  -- parity: the even orbital is flat and the odd one has a node
  have hg' : deriv g 0 = 0 := by
    have h := deriv_comp_neg g 0
    have e : (fun x => g (-x)) = g := funext heven
    rw [e, neg_zero] at h
    linarith
  have hu0 : u 0 = 0 := by
    have h := hodd 0
    rw [neg_zero] at h
    linarith
  have hn : 0 < density g u 0 := by
    unfold density
    positivity
  have ht : 0 < tau g u 0 := by
    unfold tau
    positivity
  have hd : HasDerivAt (density g u) 0 0 :=
    (hasDerivAt_density hg hud).congr_deriv (by rw [hg', hu0]; ring)
  -- a stationary density has no von Weizsäcker term
  have hW : tauW g u 0 = 0 := by
    rw [tauW, hd.deriv]
    simp
  have ha : alpha C g u 0 = deriv u 0 ^ 2 / (C * (2 * g 0 ^ 2) ^ (5 / 3 : ℝ)) := by
    rw [alpha, hW, tau, density, hg', hu0]
    simp only [ne_eq, OfNat.ofNat_ne_zero, not_false_eq_true, zero_pow, zero_add, add_zero,
      sub_zero]
  refine ⟨hd, hn, ht, by rw [zRatio, hW, zero_div], ha, ?_⟩
  rw [ha]
  positivity

/-- Even model orbital `exp(-R) cosh x`. -/
def gerade (R x : ℝ) : ℝ := Real.exp (-R) * Real.cosh x

/-- Odd model orbital `exp(-R) sinh x`. -/
def ungerade (R x : ℝ) : ℝ := Real.exp (-R) * Real.sinh x

/-- Between two centres at `R` and `-R`, the model orbitals are half the sum and half the
difference of the exponential orbitals on the centres. -/
theorem model_eq_atomic_combinations {R x : ℝ} (hx : |x| ≤ R) :
    gerade R x = (Real.exp (-|x - R|) + Real.exp (-|x + R|)) / 2 ∧
      ungerade R x = (Real.exp (-|x - R|) - Real.exp (-|x + R|)) / 2 := by
  obtain ⟨h1, h2⟩ := abs_le.mp hx
  have e1 : Real.exp (-|x - R|) = Real.exp (-R) * Real.exp x := by
    rw [abs_of_nonpos (by linarith), ← Real.exp_add]
    congr 1
    ring
  have e2 : Real.exp (-|x + R|) = Real.exp (-R) * Real.exp (-x) := by
    rw [abs_of_nonneg (by linarith), ← Real.exp_add]
    congr 1
    ring
  rw [e1, e2, gerade, ungerade, Real.cosh_eq, Real.sinh_eq]
  constructor <;> ring

/-- Slopes of the two model orbitals. -/
theorem hasDerivAt_model (R x : ℝ) :
    HasDerivAt (gerade R) (Real.exp (-R) * Real.sinh x) x ∧
      HasDerivAt (ungerade R) (Real.exp (-R) * Real.cosh x) x :=
  ⟨(Real.hasDerivAt_cosh x).const_mul (Real.exp (-R)),
    (Real.hasDerivAt_sinh x).const_mul (Real.exp (-R))⟩

/-- Profile of `α` for the model orbitals:
`α(x) = exp(4R/3) / (2^(5/3) C cosh(2x)^(8/3))`. -/
theorem alpha_model (C R x : ℝ) :
    alpha C (gerade R) (ungerade R) x =
      Real.exp (4 * R / 3) /
        ((2 : ℝ) ^ (5 / 3 : ℝ) * C * Real.cosh (2 * x) ^ (8 / 3 : ℝ)) := by
  obtain ⟨hg, hu⟩ := hasDerivAt_model R x
  have hD : 0 < Real.cosh (2 * x) := Real.cosh_pos _
  have hE : Real.exp (-2 * R) = Real.exp (-R) ^ 2 := by
    rw [pow_two, ← Real.exp_add]
    congr 1
    ring
  -- the Wronskian is constant along the bond
  have hW : gerade R x * deriv (ungerade R) x - ungerade R x * deriv (gerade R) x
      = Real.exp (-2 * R) := by
    rw [hg.deriv, hu.deriv, gerade, ungerade]
    linear_combination Real.exp (-R) ^ 2 * Real.cosh_sq x - hE
  have hS : gerade R x ^ 2 + ungerade R x ^ 2 = Real.exp (-2 * R) * Real.cosh (2 * x) := by
    rw [gerade, ungerade, Real.cosh_two_mul, hE]
    ring
  have hn : density (gerade R) (ungerade R) x ≠ 0 := by
    rw [density, hS]
    positivity
  have hN : density (gerade R) (ungerade R) x ^ (5 / 3 : ℝ) = (2 : ℝ) ^ (5 / 3 : ℝ) *
      (Real.exp (-2 * R * (5 / 3)) * Real.cosh (2 * x) ^ (5 / 3 : ℝ)) := by
    rw [density, hS, Real.mul_rpow (by norm_num) (by positivity),
      Real.mul_rpow (Real.exp_pos _).le hD.le, ← Real.exp_mul]
  have hP : Real.cosh (2 * x) ^ (8 / 3 : ℝ)
      = Real.cosh (2 * x) * Real.cosh (2 * x) ^ (5 / 3 : ℝ) := by
    rw [show (8 / 3 : ℝ) = 1 + 5 / 3 by norm_num, Real.rpow_add hD, Real.rpow_one]
  have hX : Real.exp (-2 * R) = Real.exp (4 * R / 3) * Real.exp (-2 * R * (5 / 3)) := by
    rw [← Real.exp_add]
    congr 1
    ring
  -- cancellation of the common exponential factors
  have alg : ∀ b c D P Q : ℝ, b ≠ 0 → c ≠ 0 → D ≠ 0 → P ≠ 0 → Q ≠ 0 →
      (c * b) ^ 2 / (c * b * D) / (C * (P * (b * Q))) = c / (P * C * (D * Q)) := by
    intro b c D P Q hb hc hD hP hQ
    rcases eq_or_ne C 0 with h | h
    · simp [h]
    · field_simp
  rw [alpha, tau_sub_tauW hg.differentiableAt hu.differentiableAt hn, hW, hS, hN, hP, hX]
  exact alg _ _ _ _ _ (Real.exp_pos _).ne' (Real.exp_pos _).ne' hD.ne'
    (by positivity) (by positivity)

/-- For the model orbitals and `C > 0`, `z` vanishes at the midpoint for every `R`, while `α` there
equals `exp(4R/3) / (2^(5/3) C)` and grows without bound as `R` increases. -/
theorem stretched_bond {C : ℝ} (hC : 0 < C) :
    (∀ R, zRatio (gerade R) (ungerade R) 0 = 0) ∧
      (∀ R, alpha C (gerade R) (ungerade R) 0 =
        Real.exp (4 * R / 3) / ((2 : ℝ) ^ (5 / 3 : ℝ) * C)) ∧
      Tendsto (fun R => alpha C (gerade R) (ungerade R) 0) atTop atTop := by
  have ha : ∀ R, alpha C (gerade R) (ungerade R) 0 =
      Real.exp (4 * R / 3) / ((2 : ℝ) ^ (5 / 3 : ℝ) * C) := by
    intro R
    rw [alpha_model, mul_zero, Real.cosh_zero, Real.one_rpow, mul_one]
  refine ⟨fun R => ?_, ha, ?_⟩
  · obtain ⟨hg, hu⟩ := hasDerivAt_model R 0
    have h := bond_midpoint (g := gerade R) (u := ungerade R) hC
      (fun x => by simp [gerade]) (fun x => by simp [ungerade]) hg.differentiableAt
      (by simp [gerade]) (by rw [hu.deriv]; simp)
    exact h.2.2.2.1
  · have hK : 0 < (2 : ℝ) ^ (5 / 3 : ℝ) * C := by positivity
    have hl : Tendsto (fun R : ℝ => 4 * R / 3) atTop atTop :=
      (tendsto_id.const_mul_atTop (by norm_num : (0 : ℝ) < 4)).atTop_div_const (by norm_num)
    rw [funext ha]
    exact (Real.tendsto_exp_atTop.comp hl).atTop_div_const hK

end

end BondMidpointIndicators
```

```lean
#print axioms BondMidpointIndicators.model_eq_atomic_combinations
#print axioms BondMidpointIndicators.stretched_bond
```

```
'BondMidpointIndicators.model_eq_atomic_combinations' depends on axioms: [propext, Classical.choice, Quot.sound]
'BondMidpointIndicators.stretched_bond' depends on axioms: [propext, Classical.choice, Quot.sound]
```

## How the Lean proofs follow the algebra

`hasDerivAt_density` writes the squares as products, applies the product rule and lets `ring` collect the factor 4. `tau_sub_tauW` inserts that slope; `field_simp` clears the denominators and `ring` verifies the numerator identity.

In `bond_midpoint`, `deriv_comp_neg` supplies the slope of g(−x), and `linarith` turns the two parity equations into g'(0) = 0 and u(0) = 0. Substitution gives the values, and `positivity` gives the strict inequalities.

`model_eq_atomic_combinations` resolves the absolute values between the centres and combines the exponents. `hasDerivAt_model` provides the slopes. In `alpha_model`, `hW` is the constant Wronskian, `hS` is the sum of squares, `hN` splits the 5/3 power into its factors, and `alg` cancels the common exponentials. Finally, `stretched_bond` takes z(0) = 0 from `bond_midpoint`, sets x = 0 in the profile of α, and obtains the limit from that of the exponential.

## Two real orbitals on one axis, with any positive C

In Lean the orbitals are functions `g u : ℝ → ℝ` of the coordinate x, and `density`, `tau`, `tauW`, `zRatio` and `alpha` are the formulas above. The hypotheses `heven` and `hodd` state the parity about the midpoint for all x. `hg0` says that the even orbital has amplitude there, and `hu'` that the odd one crosses its node with nonzero slope.

Differentiability of g is assumed at 0 only. That of u follows from `hu'`, because Lean's `deriv` is zero wherever a function has no derivative. The conclusion `HasDerivAt (density g u) 0 0` therefore says that the density really has a derivative at the midpoint, and that it is zero.

`bond_midpoint` and `stretched_bond` hold for every positive `C`; the uniform-gas value is not derived. `Tendsto ... atTop atTop` expresses that α(0) eventually exceeds any bound as R increases. The model formulas are proved for every real R, but they describe two separate centres only when R > 0, and match the exponentials only for |x| ≤ R.

The exponent needs its type. Written as `(5 / 3 : ℝ)`, it is the real number five thirds. Without the annotation, Lean would read `5 / 3` in that position as natural-number division, which gives 1. The definition would still compile, but α(0) in the model would be 1/(2C) for every R, and the growth would be lost.

The theorems involve derivatives along the axis only. For smooth σ orbitals the transverse gradients vanish on the axis by rotational symmetry, so the formulas give the full three-dimensional τ there; off the axis, further terms enter. Normalisation, self-consistency, additional occupied orbitals and the energy of any particular functional are not treated.
